# Descent at a Nondegenerate Quadratic Core-Hole Saddle: Runaway along Negative Modes, Convergence on the Squared Gradient for Small Steps

## A core hole that wants to fill

Optimise the orbitals of a core-ionised state, and the energy can often be lowered by letting a valence electron drop into the hole. If arbitrarily small orbital rotations of this kind already lower it, the state sought is not a minimum of the energy but typically a saddle, and a minimiser may lose it. Does descending on the squared gradient instead keep the iteration at the saddle?

Let $x$ collect finitely many real orbital parameters, measured from the stationary point. To second order, and up to a constant, the energy is
$$E(x)=\tfrac12\,x\cdot Ax,$$
with $A$ the real symmetric Hessian. The squared-gradient functional is $G(x)=\tfrac12|Ax|^2$.

## Two gradients, one update

For a direction $v$ and real $t$, symmetry of $A$ gives
$$E(x+tv)=E(x)+t\,v\cdot Ax+t^2E(v),$$
so $\nabla E=Ax$. Since $G(x)=\tfrac12\,x\cdot A^2x$, the same expansion gives $\nabla G=A^2x$. Both methods therefore use the update $x\mapsto x-sMx$ with fixed step $s$, where $M=A$ or $M=A^2$. Write $x_k$ for the result of $k$ updates from $x$.

If $M$ is symmetric and $Mv=\mu v$, one update changes the overlap with $v$ to
$$v\cdot(x-sMx)=v\cdot x-s(Mv)\cdot x=(1-s\mu)\,v\cdot x.$$
Hence $v\cdot x_k=(1-s\mu)^k\,v\cdot x$.

## Runaway on the energy

Take $M=A$, $\mu<0$, $s>0$ and $v\cdot x\ne0$, which forces $v\neq0$. By Cauchy–Schwarz,
$$|x_k|^2\ge\frac{(v\cdot x_k)^2}{v\cdot v}=(1-s\mu)^{2k}\,\frac{(v\cdot x)^2}{v\cdot v}.$$
Since $1-s\mu>1$, the length tends to infinity however small the step.

## Convergence on the squared gradient

Take $M=A^2$ and expand the start in orthonormal eigenvectors, $x=\sum_i c_iu_i$ with $Au_i=\nu_iu_i$. Then $A^2u_i=\nu_i^2u_i$ and
$$x_k=\sum_i(1-s\nu_i^2)^k c_iu_i.$$
If $A$ is invertible, no $\nu_i$ vanishes. With $s>0$ and $s\nu_i^2<2$, each factor lies strictly between $-1$ and $1$, so $x_k\to0$.

Conversely, suppose every start converges to $0$, and let $Aw=\nu w$ with $w\ne0$. Starting at $w$ gives $w\cdot x_k/(w\cdot w)=(1-s\nu^2)^k\to0$. Hence $|1-s\nu^2|<1$, that is, $0<s\nu^2<2$. The step bound is therefore sharp.

Invertibility means that $Ax\ne0$ for every $x\ne0$, so no nonzero displacement leaves the gradient zero; redundant orbital rotations, for example, must have been removed. Without it, take $A=\mathrm{diag}(-1,0)$ and $s=1$. The bound $s\nu^2<2$ holds, yet the start $(0,1)$ never moves.

## The step in a program

The square-gradient step needs $A^2x=A(Ax)$, the Hessian applied to the gradient $g=Ax$. A code need not store the Hessian: in this quadratic model the finite difference $[g(x+\varepsilon g(x))-g(x)]/\varepsilon$, with $\varepsilon\neq0$, equals $A^2x$ exactly.

## What the Lean statements say

The finite type `n` labels the parameters, `A *ᵥ x` is $Ax$, and `⬝ᵥ` is the scalar product. `descend M s` is one update, and `(descend M s)^[k] x` is $x_k$.

- `descent_runs_away` says that $x_k\cdot x_k\to\infty$. It assumes symmetry, a negative mode, a positive step and nonzero overlap, but not invertibility.
- `squareGradient_converges` assumes symmetry, `A.det ≠ 0`, `0 < s` and, in `hmax`, $s\nu^2<2$ for every eigenvalue. No sign pattern of the eigenvalues is required.
- `step_bound_of_converges` is the converse, again for symmetric `A` but without assuming invertibility.

The model has an exactly quadratic energy and a fixed step; anharmonic terms and line searches are absent.

```lean
import Mathlib

open Matrix Filter Topology

namespace CoreHoleSaddle

variable {n : Type*} [Fintype n]

/-- The quadratic energy `x·Ax/2` around a stationary point with Hessian `A`. -/
noncomputable def energy (A : Matrix n n ℝ) (x : n → ℝ) : ℝ := (x ⬝ᵥ A *ᵥ x) / 2

/-- The square-gradient functional: half the squared length of the gradient `Ax`. -/
noncomputable def squareGradient (A : Matrix n n ℝ) (x : n → ℝ) : ℝ :=
  ((A *ᵥ x) ⬝ᵥ (A *ᵥ x)) / 2

/-- One descent step of size `s` on a quadratic functional with Hessian `M`. -/
def descend (M : Matrix n n ℝ) (s : ℝ) (x : n → ℝ) : n → ℝ := x - s • (M *ᵥ x)

/-- A symmetric matrix can be moved from one factor of a scalar product to the other. -/
theorem dot_symm {A : Matrix n n ℝ} (hA : A.IsSymm) (x y : n → ℝ) :
    x ⬝ᵥ A *ᵥ y = (A *ᵥ x) ⬝ᵥ y := by
  rw [Matrix.dotProduct_mulVec, ← Matrix.mulVec_transpose, hA.eq]

/-- For symmetric `A`, the slope of the energy at `x` along `v` is `v·Ax`. -/
theorem energy_slope {A : Matrix n n ℝ} (hA : A.IsSymm) (x v : n → ℝ) :
    HasDerivAt (fun t : ℝ => energy A (x + t • v)) (v ⬝ᵥ A *ᵥ x) 0 := by
  -- along a line the energy is a quadratic polynomial
  have hf : (fun t : ℝ => energy A (x + t • v)) =
      fun t : ℝ => energy A x + t * (v ⬝ᵥ A *ᵥ x) + t ^ 2 * energy A v := by
    funext t
    have h : x ⬝ᵥ A *ᵥ v = v ⬝ᵥ A *ᵥ x := by rw [dot_symm hA, dotProduct_comm]
    simp only [energy, Matrix.mulVec_add, Matrix.mulVec_smul, add_dotProduct,
      dotProduct_add, smul_dotProduct, dotProduct_smul, smul_eq_mul, h]
    ring
  rw [hf]
  have h1 := ((hasDerivAt_id' (0 : ℝ)).mul_const (v ⬝ᵥ A *ᵥ x)).const_add (energy A x)
  have h2 := (hasDerivAt_pow 2 (0 : ℝ)).mul_const (energy A v)
  exact (h1.fun_add h2).congr_deriv (by simp)

/-- The square of a symmetric Hessian is symmetric. -/
theorem sq_symm {A : Matrix n n ℝ} (hA : A.IsSymm) : (A * A).IsSymm := by
  rw [Matrix.IsSymm, Matrix.transpose_mul, hA.eq]

/-- For symmetric `A`, the slope of the square-gradient functional at `x` along `v` is `v·A²x`. -/
theorem squareGradient_slope {A : Matrix n n ℝ} (hA : A.IsSymm) (x v : n → ℝ) :
    HasDerivAt (fun t : ℝ => squareGradient A (x + t • v)) (v ⬝ᵥ (A * A) *ᵥ x) 0 := by
  have hf : squareGradient A = energy (A * A) := by
    funext y
    rw [squareGradient, energy, ← Matrix.mulVec_mulVec, dot_symm hA y]
  rw [hf]
  exact energy_slope (sq_symm hA) x v

/-- Each descent step multiplies the overlap with an eigenvector of the Hessian, of
eigenvalue `μ`, by `1 - sμ`. -/
theorem overlap_descend {M : Matrix n n ℝ} (hM : M.IsSymm) {v : n → ℝ} {μ : ℝ}
    (hv : M *ᵥ v = μ • v) (s : ℝ) (x : n → ℝ) (k : ℕ) :
    v ⬝ᵥ (descend M s)^[k] x = (1 - s * μ) ^ k * (v ⬝ᵥ x) := by
  induction k with
  | zero => simp
  | succ k ih =>
    rw [Function.iterate_succ_apply', descend, dotProduct_sub, dotProduct_smul,
      dot_symm hM, hv, smul_dotProduct, ih, smul_eq_mul, smul_eq_mul]
    ring

/-- Descent on the energy runs away to infinite distance, for every positive step size,
when the start overlaps an eigenvector of negative curvature. -/
theorem descent_runs_away {A : Matrix n n ℝ} (hA : A.IsSymm) {v : n → ℝ} {μ : ℝ}
    (hv : A *ᵥ v = μ • v) (hμ : μ < 0) {s : ℝ} (hs : 0 < s) {x : n → ℝ}
    (hx : v ⬝ᵥ x ≠ 0) :
    Tendsto (fun k => (descend A s)^[k] x ⬝ᵥ (descend A s)^[k] x) atTop atTop := by
  have cs : ∀ y : n → ℝ, (v ⬝ᵥ y) ^ 2 ≤ (v ⬝ᵥ v) * (y ⬝ᵥ y) := by
    intro y
    have h := Finset.sum_mul_sq_le_sq_mul_sq Finset.univ v y
    simpa only [dotProduct, sq] using h
  have hx2 : 0 < (v ⬝ᵥ x) ^ 2 := by positivity
  have hvv : 0 < v ⬝ᵥ v := by
    have h0 : 0 ≤ v ⬝ᵥ v := Finset.sum_nonneg fun i _ => mul_self_nonneg (v i)
    rcases h0.eq_or_lt with h | h
    · have := cs x
      rw [← h, zero_mul] at this
      linarith
    · exact h
  -- the overlap grows geometrically and bounds the length from below
  have hr : 1 < (1 - s * μ) ^ 2 := by nlinarith [mul_pos hs (neg_pos.mpr hμ)]
  have hg := (tendsto_pow_atTop_atTop_of_one_lt hr).atTop_mul_const (div_pos hx2 hvv)
  refine tendsto_atTop_mono (fun k => ?_) hg
  have h := cs ((descend A s)^[k] x)
  rw [overlap_descend hA hv] at h
  rw [← mul_div_assoc, div_le_iff₀ hvv]
  calc ((1 - s * μ) ^ 2) ^ k * (v ⬝ᵥ x) ^ 2
      = ((1 - s * μ) ^ k * (v ⬝ᵥ x)) ^ 2 := by
        rw [mul_pow, ← pow_mul, ← pow_mul, mul_comm 2 k]
    _ ≤ _ := by linarith

/-- A mode of `A` with curvature `μ` is a mode of `A²` with curvature `μ²`. -/
theorem sq_mode {A : Matrix n n ℝ} {v : n → ℝ} {μ : ℝ} (hv : A *ᵥ v = μ • v) :
    (A * A) *ᵥ v = μ ^ 2 • v := by
  rw [← Matrix.mulVec_mulVec, hv, Matrix.mulVec_smul, hv, smul_smul, sq]

/-- Square-gradient descent converges to the stationary point from every start if
`s > 0` and `sν² < 2` for every eigenvalue `ν` of the invertible Hessian. -/
theorem squareGradient_converges [DecidableEq n] {A : Matrix n n ℝ} (hA : A.IsSymm)
    (hdet : A.det ≠ 0) {s : ℝ} (hs : 0 < s)
    (hmax : ∀ (ν : ℝ) (w : n → ℝ), w ≠ 0 → A *ᵥ w = ν • w → s * ν ^ 2 < 2)
    (x : n → ℝ) : Tendsto (fun k => (descend (A * A) s)^[k] x) atTop (𝓝 0) := by
  have hH : A.IsHermitian := by
    rw [Matrix.IsHermitian, Matrix.conjTranspose_eq_transpose_of_trivial]
    exact hA
  let b := hH.eigenvectorBasis
  let e := WithLp.linearEquiv 2 ℝ (n → ℝ)
  let u : n → n → ℝ := fun i => e (b i)
  let ν : n → ℝ := hH.eigenvalues
  let c : n → ℝ := fun i => b.repr (e.symm x) i
  have hu : ∀ i, A *ᵥ u i = ν i • u i := fun i => hH.mulVec_eigenvectorBasis i
  have hu0 : ∀ i, u i ≠ 0 := fun i h =>
    b.orthonormal.ne_zero i (e.map_eq_zero_iff.mp h)
  -- expand the start in eigenvectors
  have hx : x = ∑ i, c i • u i := by
    have h := congrArg e (b.sum_repr (e.symm x))
    rw [map_sum, e.apply_symm_apply] at h
    simp only [map_smul] at h
    exact h.symm
  have hk : ∀ k, (descend (A * A) s)^[k] x =
      ∑ i, ((1 - s * ν i ^ 2) ^ k * c i) • u i := by
    intro k
    induction k with
    | zero => simpa using hx
    | succ k ih =>
      have hsum : ∀ f : n → n → ℝ, (A * A) *ᵥ (∑ i, f i) = ∑ i, (A * A) *ᵥ f i :=
        fun f => map_sum (A * A).mulVecLin f Finset.univ
      rw [Function.iterate_succ_apply', ih, descend, hsum, Finset.smul_sum,
        ← Finset.sum_sub_distrib]
      refine Finset.sum_congr rfl fun i _ => ?_
      rw [Matrix.mulVec_smul, sq_mode (hu i)]
      module
  -- every coefficient contracts, since no eigenvalue vanishes
  have hp : ∀ i, Tendsto (fun k : ℕ => (1 - s * ν i ^ 2) ^ k) atTop (𝓝 0) := by
    intro i
    have hν : ν i ≠ 0 := fun h => hdet (Matrix.exists_mulVec_eq_zero_iff.mp
      ⟨u i, hu0 i, by rw [hu i, h, zero_smul]⟩)
    have h1 : 0 < s * ν i ^ 2 := by positivity
    have h2 := hmax (ν i) (u i) (hu0 i) (hu i)
    exact tendsto_pow_atTop_nhds_zero_of_abs_lt_one
      (abs_lt.mpr ⟨by linarith, by linarith⟩)
  have hz : ∑ i, ((0 : ℝ) * c i) • u i = 0 := by simp
  simp only [hk]
  rw [← hz]
  exact tendsto_finsetSum _ fun i _ => ((hp i).mul_const (c i)).smul_const (u i)

/-- If square-gradient descent converges to the stationary point from every start, then
`0 < sν² < 2` for every eigenvalue `ν` of the Hessian. -/
theorem step_bound_of_converges {A : Matrix n n ℝ} (hA : A.IsSymm) {s : ℝ}
    (h : ∀ x, Tendsto (fun k => (descend (A * A) s)^[k] x) atTop (𝓝 0))
    {ν : ℝ} {w : n → ℝ} (hw : w ≠ 0) (hν : A *ᵥ w = ν • w) :
    0 < s * ν ^ 2 ∧ s * ν ^ 2 < 2 := by
  have hww : w ⬝ᵥ w ≠ 0 := fun h0 => hw (dotProduct_self_eq_zero.mp h0)
  have hc : Continuous (fun y : n → ℝ => w ⬝ᵥ y) := by
    unfold dotProduct
    fun_prop
  -- start on the mode itself and follow its overlap
  have h1 := ((hc.tendsto 0).comp (h w)).div_const (w ⬝ᵥ w)
  have h2 : Tendsto (fun k : ℕ => (1 - s * ν ^ 2) ^ k) atTop (𝓝 0) := by
    rw [dotProduct_zero, zero_div] at h1
    refine h1.congr fun k => ?_
    rw [Function.comp_apply, overlap_descend (sq_symm hA) (sq_mode hν),
      mul_div_cancel_right₀ _ hww]
  have h3 := abs_lt.mp (tendsto_pow_atTop_nhds_zero_iff.mp h2)
  exact ⟨by linarith [h3.2], by linarith [h3.1]⟩

end CoreHoleSaddle
```

```lean
#print axioms CoreHoleSaddle.squareGradient_slope
-- 'CoreHoleSaddle.squareGradient_slope' depends on axioms: [propext, Classical.choice, Quot.sound]
#print axioms CoreHoleSaddle.descent_runs_away
-- 'CoreHoleSaddle.descent_runs_away' depends on axioms: [propext, Classical.choice, Quot.sound]
#print axioms CoreHoleSaddle.squareGradient_converges
-- 'CoreHoleSaddle.squareGradient_converges' depends on axioms: [propext, Classical.choice, Quot.sound]
#print axioms CoreHoleSaddle.step_bound_of_converges
-- 'CoreHoleSaddle.step_bound_of_converges' depends on axioms: [propext, Classical.choice, Quot.sound]
```

## How the proof follows the derivation

`energy_slope` rewrites the energy along a line as the quadratic polynomial above and differentiates it at $t=0$. `squareGradient_slope` reduces to it by identifying $G$ with the energy of Hessian $A^2$.

`overlap_descend` is the overlap formula, by induction on $k$; `dot_symm` moves $M$ onto $v$. In `descent_runs_away`, `cs` is Cauchy–Schwarz, `hr` says that $(1-s\mu)^2>1$, and `tendsto_atTop_mono` passes the growth of the lower bound to the squared length.

In `squareGradient_converges`, the spectral theorem supplies the eigenvectors `u i`. `hx` is the expansion of the start and `hk` that of $x_k$, again by induction, with `sq_mode` giving $A^2u_i=\nu_i^2u_i$. `hp` shows that each factor's powers tend to zero, and the finite sum of limits finishes the proof.

`step_bound_of_converges` uses continuity of $y\mapsto w\cdot y$ to turn convergence of the iterates into convergence of $(1-s\nu^2)^k$, from which both inequalities are read off.
